# Recovering a polarization change from values known modulo a quantum, for a path with bounded rate

## A crystal whose polarization is read modulo Q

An insulating crystal is carried from one structure to another, for instance by displacing its ions, and stays insulating on the way. The change of polarization along this path is a definite quantity: it is the charge per area that flows through the crystal during the displacement.

A Berry-phase calculation at a single structure gives less. A phase is defined only up to multiples of 2π, so the polarization comes out only up to multiples of a quantum Q. In a one-dimensional chain Q is the elementary charge e, if each spin channel is counted separately. Each structure along the path is a separate calculation, and each may return a value on a different branch. The difference between the last value and the first can therefore be wrong by any whole number of quanta.

Intermediate structures help. Take Q = 1 and a polarization that rises linearly from 0 to 1.2, sampled at five equally spaced points. If every value is reported between −1/2 and 1/2, the data are

0, 0.3, −0.4, −0.1, 0.2.

The end values differ by 0.2. The successive steps are 0.3, −0.7, 0.3, 0.3. Adding one quantum to the second step makes it 0.3 as well, and the sum is then 1.2, the true change. The question is how fine the sampling must be for this repair to be reliable.

## A grid with N > 2L/Q

Let t run from 0 to 1 along the path, and let P(t) be the polarization followed continuously, one real component of it. In a three-dimensional crystal this is the component along a reciprocal lattice vector, for which a single quantum Q applies; a Cartesian component in an oblique cell need not have one. Suppose there is a constant L with

|P(s) − P(t)| ≤ L |s − t| for all s, t in [0,1].

The constant L is a ceiling on the size of the polarization change per unit of path parameter. Sample the path at t = j/N for j = 0, …, N, and let the data be

p_j = P(j/N) + m_j Q,

where the integers m_j are unknown and need not be related to one another. Write fold(x) for the number obtained from x by subtracting the multiple of Q that brings it into the window (−Q/2, Q/2]. If Q > 0 and N > 2L/Q, then

∑_{j=0}^{N−1} fold(p_{j+1} − p_j) = P(1) − P(0).

The equality is exact, and whole quanta transferred along the path are included in it. In electronic-structure work this gives a sufficient number of intermediate structures for a polarization difference, for one component with a fixed quantum and a known rate bound.

## The same statement in Lean

The theorem is `polarization_change`. Its ingredients correspond to the physics as follows.

- `fold Q x` is the reduced step. It is defined with a ceiling, x − ⌈x/Q − 1/2⌉ Q, which fixes the convention at the edge: a step of exactly −Q/2 is turned into +Q/2.
- `unwrappedChange Q p n` is the sum of the first n reduced steps.
- `RateBound P L` is the inequality with L above. The path is a function on all real numbers, but only its behaviour on [0,1] is constrained. Differentiability is not required.
- `p : ℕ → ℝ` holds the data, of which only the entries 0 to N matter.
- The hypothesis `hp` gives each sample point its own integer m, so no consistent choice of branch is assumed.
- The hypothesis `hN` is the grid condition 2L/Q < N.

The rate bound is assumed, not derived from a Hamiltonian. Near a closing gap the polarization may change very quickly, and the L that the theorem needs is then large. The quantum is the same at every sample point, so a path on which the unit cell changes, and Q with it, does not fit the statement directly. Berry phases themselves do not appear: the theorem starts from their output, real numbers known modulo Q.

## Why the reduced steps are the true steps

First, the ceiling does put every step into the window. Let c = ⌈x/Q − 1/2⌉. By the definition of the ceiling,

x/Q − 1/2 ≤ c < x/Q + 1/2.

Multiplying by Q > 0 and subtracting from x gives

−Q/2 < x − cQ ≤ Q/2.

Second, folding recovers any number already in the window from a copy shifted by whole quanta. Let x = y + mQ with m an integer and −Q/2 < y ≤ Q/2. Then

x/Q − 1/2 = m + (y/Q − 1/2), with −1 < y/Q − 1/2 ≤ 0.

The ceiling of the left-hand side is therefore m, and fold(x) = x − mQ = y.

Now take two neighbouring data points. Their difference is

p_{j+1} − p_j = d_j + (m_{j+1} − m_j) Q, where d_j = P((j+1)/N) − P(j/N).

The sample points are 1/N apart, so the rate bound gives |d_j| ≤ L/N. The condition N > 2L/Q says precisely that L/N < Q/2. Hence d_j lies in the window, and by the second fact

fold(p_{j+1} − p_j) = d_j.

The unknown integers have disappeared from every term. What remains telescopes:

∑_{j=0}^{N−1} d_j = P(N/N) − P(0/N) = P(1) − P(0).

The condition on N also excludes an empty grid. Putting s = 1 and t = 0 in the rate bound shows L ≥ 0, so N > 2L/Q ≥ 0.

## Data with numerical errors

Calculated polarizations are not exact even modulo Q. Suppose that for each j there is an integer m_j with

|p_j − P(j/N) − m_j Q| ≤ ε.

Set R_j = p_j − m_j Q, which is the path value plus a small error. Two neighbouring values satisfy

|R_{j+1} − R_j| ≤ L/N + 2ε.

If N ≥ 1 and the right-hand side is below Q/2, the argument above applies to R_j in place of P(j/N), and the reduced steps sum to R_N − R_0. This differs from P(1) − P(0) by at most 2ε, one ε from each end. The errors at intermediate points cancel in the telescoping sum, so the bound does not grow with the number of structures. This is `polarization_change_noisy`.

## Two linear paths on grids that are too coarse

Let P(t) = Qt and N = 1. The data may be taken as p_0 = 0 and p_1 = Q. The only step is Q, and

fold(Q) = 0, while P(1) − P(0) = Q.

A full quantum has been pumped through the crystal and the procedure reports nothing. Any rate bound for this path has L ≥ Q, so the theorem would ask for more than two intervals.

The strict inequality in N > 2L/Q matters too. For any N ≥ 1 choose L = NQ/2, so that N = 2L/Q exactly, and let P(t) = −Lt. Every true step is −L/N = −Q/2, which the convention at the edge turns into +Q/2. The sum is

N · Q/2 = L, while P(1) − P(0) = −L.

The result has the right size and the wrong sign.

In both cases the error is a whole number of quanta: one in the first, N in the second. This holds for any grid. Each folding subtracts an integer multiple of Q, so the sum always equals p_N − p_0 up to such a multiple. A coarse grid can lose quanta, but it leaves the change modulo Q intact.

## The complete file

```lean
import Mathlib

open Finset

namespace PolarizationUnwrapping

noncomputable section

/-- The polarization step `x` reduced modulo the quantum `Q` to the branch around zero. -/
def fold (Q x : ℝ) : ℝ := x - (⌈x / Q - 1 / 2⌉ : ℝ) * Q

/-- The sum of the first `n` steps of the data `p`, each reduced modulo the quantum `Q`. -/
def unwrappedChange (Q : ℝ) (p : ℕ → ℝ) (n : ℕ) : ℝ :=
  ∑ j ∈ range n, fold Q (p (j + 1) - p j)

/-- The path `P` changes at a rate of at most `L` on the parameter interval `[0,1]`. -/
def RateBound (P : ℝ → ℝ) (L : ℝ) : Prop :=
  ∀ s ∈ Set.Icc (0 : ℝ) 1, ∀ t ∈ Set.Icc (0 : ℝ) 1, |P s - P t| ≤ L * |s - t|

/-- A reduced step lies in the window `(-Q/2, Q/2]`. -/
theorem fold_mem {Q : ℝ} (hQ : 0 < Q) (x : ℝ) : fold Q x ∈ Set.Ioc (-Q / 2) (Q / 2) := by
  have h1 := Int.le_ceil (x / Q - 1 / 2)
  have h2 := Int.ceil_lt_add_one (x / Q - 1 / 2)
  have hx : x / Q * Q = x := div_mul_cancel₀ x hQ.ne'
  have h3 := mul_le_mul_of_nonneg_right h1 hQ.le
  have h4 := mul_lt_mul_of_pos_right h2 hQ
  unfold fold
  constructor <;> linarith

/-- If `x` differs from `y` by a whole number of quanta and `y` lies in the window
`(-Q/2, Q/2]`, then reducing `x` gives `y`. -/
theorem fold_eq {Q x y : ℝ} (hQ : 0 < Q) (m : ℤ) (hx : x = y + m * Q)
    (hy : y ∈ Set.Ioc (-Q / 2) (Q / 2)) : fold Q x = y := by
  have hdiv : x / Q = y / Q + m := by
    rw [hx, add_div, mul_div_cancel_right₀ _ hQ.ne']
  have h1 : -(1 / 2) < y / Q := by
    rw [lt_div_iff₀ hQ]
    linarith [hy.1]
  have h2 : y / Q ≤ 1 / 2 := by
    rw [div_le_iff₀ hQ]
    linarith [hy.2]
  have hc : ⌈x / Q - 1 / 2⌉ = m := by
    rw [Int.ceil_eq_iff]
    constructor <;> linarith
  unfold fold
  rw [hc, hx]
  ring

/-- For any data, the sum of reduced steps equals the difference of the end values up to a
whole number of quanta. -/
theorem unwrappedChange_mod (Q : ℝ) (p : ℕ → ℝ) (n : ℕ) :
    ∃ m : ℤ, unwrappedChange Q p n = p n - p 0 + m * Q := by
  induction n with
  | zero => exact ⟨0, by simp [unwrappedChange]⟩
  | succ n ih =>
    obtain ⟨m, hm⟩ := ih
    refine ⟨m - ⌈(p (n + 1) - p n) / Q - 1 / 2⌉, ?_⟩
    unfold unwrappedChange at hm ⊢
    rw [sum_range_succ, hm]
    unfold fold
    push_cast
    ring

/-- If a sequence `R` moves by less than half a quantum per step, its total change is recovered
from data `p` that know each value only modulo `Q`. -/
theorem unwrappedChange_eq {Q : ℝ} (hQ : 0 < Q) {R p : ℕ → ℝ} {n : ℕ}
    (hp : ∀ j ≤ n, ∃ m : ℤ, p j = R j + m * Q)
    (hR : ∀ j < n, |R (j + 1) - R j| < Q / 2) :
    unwrappedChange Q p n = R n - R 0 := by
  -- every reduced step is the true step, and the true steps telescope
  rw [← sum_range_sub R n]
  unfold unwrappedChange
  refine sum_congr rfl fun j hj => ?_
  have hj' : j < n := mem_range.mp hj
  obtain ⟨a, ha⟩ := hp j hj'.le
  obtain ⟨b, hb⟩ := hp (j + 1) hj'
  have h := abs_lt.mp (hR j hj')
  refine fold_eq hQ (b - a) ?_ ⟨by linarith [h.1], h.2.le⟩
  rw [ha, hb]
  push_cast
  ring

/-- On a uniform grid of `N` intervals, a path with rate bound `L` moves by at most `L / N`
between neighbouring grid points. -/
theorem grid_step {P : ℝ → ℝ} {L : ℝ} (hP : RateBound P L) {N j : ℕ} (hj : j < N) :
    |P (((j + 1 : ℕ) : ℝ) / N) - P ((j : ℝ) / N)| ≤ L / N := by
  have hN : (0 : ℝ) < N := by exact_mod_cast (Nat.zero_le j).trans_lt hj
  have hmem : ∀ k : ℕ, k ≤ N → (k : ℝ) / N ∈ Set.Icc (0 : ℝ) 1 := fun k hk =>
    ⟨by positivity, by rw [div_le_iff₀ hN, one_mul]; exact_mod_cast hk⟩
  have h := hP _ (hmem (j + 1) hj) _ (hmem j hj.le)
  have hd : ((j + 1 : ℕ) : ℝ) / N - (j : ℝ) / N = 1 / N := by
    push_cast
    ring
  rw [hd, abs_of_pos (by positivity : (0 : ℝ) < 1 / N), mul_one_div] at h
  exact h

/-- With `N > 2L/Q` grid intervals, data known only modulo the quantum `Q` determine the exact
change of polarization from the start of the path to its end. -/
theorem polarization_change {Q L : ℝ} (hQ : 0 < Q) {P : ℝ → ℝ} (hP : RateBound P L)
    {N : ℕ} (hN : 2 * L / Q < N) {p : ℕ → ℝ}
    (hp : ∀ j ≤ N, ∃ m : ℤ, p j = P ((j : ℝ) / N) + m * Q) :
    unwrappedChange Q p N = P 1 - P 0 := by
  -- the rate bound forces `L ≥ 0`, so the grid is not empty
  have hL : 0 ≤ L := by
    have h := hP 1 (by simp) 0 (by simp)
    have h0 := abs_nonneg (P 1 - P 0)
    norm_num at h
    linarith
  have hN0 : (0 : ℝ) < N := lt_of_le_of_lt (by positivity) hN
  have hstep : L / N < Q / 2 := by
    rw [div_lt_iff₀ hQ] at hN
    rw [div_lt_iff₀ hN0]
    linarith
  have h := unwrappedChange_eq hQ (R := fun j : ℕ => P ((j : ℝ) / N)) hp
    (fun j hj => (grid_step hP hj).trans_lt hstep)
  simpa [div_self hN0.ne'] using h

/-- If the data carry errors of at most `ε` besides the unknown quanta, and
`L/N + 2ε < Q/2`, the recovered change of polarization is off by at most `2ε`. -/
theorem polarization_change_noisy {Q L ε : ℝ} (hQ : 0 < Q) {P : ℝ → ℝ} (hP : RateBound P L)
    {N : ℕ} (hN : 0 < N) (hstep : L / N + 2 * ε < Q / 2) {p : ℕ → ℝ}
    (hp : ∀ j ≤ N, ∃ m : ℤ, |p j - P ((j : ℝ) / N) - m * Q| ≤ ε) :
    |unwrappedChange Q p N - (P 1 - P 0)| ≤ 2 * ε := by
  choose! m hm using hp
  have hN0 : (N : ℝ) ≠ 0 := by exact_mod_cast hN.ne'
  -- remove the quanta: what remains is the path plus a small error
  have h := unwrappedChange_eq hQ (R := fun j => p j - m j * Q) (p := p) (n := N)
    (fun j _ => ⟨m j, by ring⟩) (fun j hj => by
      have h1 := abs_le.mp (hm j hj.le)
      have h2 := abs_le.mp (hm (j + 1) hj)
      have h3 := abs_le.mp (grid_step hP hj)
      rw [abs_lt]
      constructor <;> linarith [h1.1, h1.2, h2.1, h2.2, h3.1, h3.2])
  have h0 := hm 0 (Nat.zero_le N)
  have h1 := hm N le_rfl
  rw [Nat.cast_zero, zero_div] at h0
  rw [div_self hN0] at h1
  rw [abs_le] at h0 h1
  rw [h, abs_le]
  constructor <;> linarith [h0.1, h0.2, h1.1, h1.2]

/-- For the path `P(t) = Q t` sampled with `N = 1`, the reduced step is zero although the
polarization changes by the nonzero amount `Q`. -/
theorem missed_quantum {Q : ℝ} (hQ : 0 < Q) {P : ℝ → ℝ} (hP : ∀ t, P t = Q * t) :
    unwrappedChange Q (fun j => P j) 1 = 0 ∧ P 1 - P 0 = Q ∧ Q ≠ 0 := by
  refine ⟨?_, by rw [hP, hP]; ring, hQ.ne'⟩
  unfold unwrappedChange
  rw [sum_range_one]
  refine fold_eq hQ 1 ?_ ⟨by linarith, by linarith⟩
  simp [hP]

/-- At the critical grid `N = 2L/Q` the linear path `P(t) = -L t` obeys the rate bound `L`, but
the sum of reduced steps is `L` while the polarization changes by `-L`. -/
theorem critical_grid_fails {Q L : ℝ} (hQ : 0 < Q) {N : ℕ} (hN : 0 < N)
    (hL : (N : ℝ) = 2 * L / Q) {P : ℝ → ℝ} (hP : ∀ t, P t = -L * t) :
    RateBound P L ∧ unwrappedChange Q (fun j => P ((j : ℝ) / N)) N = L ∧
      P 1 - P 0 = -L ∧ L ≠ -L := by
  have hN0 : (0 : ℝ) < N := by exact_mod_cast hN
  have hLQ : L = N * (Q / 2) := by
    rw [eq_div_iff hQ.ne'] at hL
    linarith
  have hLpos : 0 < L := by
    rw [hLQ]
    positivity
  refine ⟨fun s _ t _ => ?_, ?_, by rw [hP, hP]; ring, by linarith⟩
  · rw [hP, hP, ← mul_sub, abs_mul, abs_neg, abs_of_pos hLpos]
  · -- every true step is `-Q/2`, which is reduced to `+Q/2`
    have hs : ∀ j ∈ range N,
        fold Q (P (((j + 1 : ℕ) : ℝ) / N) - P ((j : ℝ) / N)) = Q / 2 := by
      intro j _
      refine fold_eq hQ (-1) ?_ ⟨by linarith, le_rfl⟩
      rw [hP, hP, hLQ]
      push_cast
      field_simp
      ring
    unfold unwrappedChange
    rw [sum_congr rfl hs, sum_const, card_range, nsmul_eq_mul, ← hLQ]

end

end PolarizationUnwrapping
```

```lean
#print axioms PolarizationUnwrapping.polarization_change
#print axioms PolarizationUnwrapping.polarization_change_noisy
#print axioms PolarizationUnwrapping.missed_quantum
#print axioms PolarizationUnwrapping.critical_grid_fails
```

```
'PolarizationUnwrapping.polarization_change' depends on axioms: [propext, Classical.choice, Quot.sound]
'PolarizationUnwrapping.polarization_change_noisy' depends on axioms: [propext, Classical.choice, Quot.sound]
'PolarizationUnwrapping.missed_quantum' depends on axioms: [propext, Classical.choice, Quot.sound]
'PolarizationUnwrapping.critical_grid_fails' depends on axioms: [propext, Classical.choice, Quot.sound]
```

## How the proof is put together

`fold_mem` is the window property. The two inequalities for the ceiling come from `Int.le_ceil` and `Int.ceil_lt_add_one`; they are multiplied by Q, and `linarith` finishes both sides of the window. The lemma confirms that the definition does what its name says, and the later proofs do not call on it.

`fold_eq` is the recovery property, and the other results about exact values rest on it. It divides x = y + mQ by Q, bounds y/Q between −1/2 and 1/2, and uses `Int.ceil_eq_iff` to identify the ceiling with m. After that, `ring` removes the quanta.

`unwrappedChange_mod` is the statement modulo Q. It goes by induction on the number of steps: each new step contributes its own ceiling to the integer collected so far. It needs no condition on the data.

`unwrappedChange_eq` is the core of the argument, stated for a discrete sequence R without any path. The rewrite with `sum_range_sub` is the telescoping sum read backwards: it replaces R n − R 0 by the sum of the true steps. Then `sum_congr` reduces the claim to one term at a time. For a given j, the branch integers a and b of the two neighbouring data points are extracted, and `fold_eq` is applied with the integer b − a, the m_{j+1} − m_j of the derivation.

`grid_step` turns the rate bound into the step bound L/N. It checks that both sample points lie in [0,1], where the bound is available, and that they are 1/N apart.

`polarization_change` joins these parts. It obtains L ≥ 0 from the two ends of the path, then N > 0, then L/N < Q/2 from the grid condition. It applies `unwrappedChange_eq` with R j = P(j/N), and the last line simplifies N/N to 1 and 0/N to 0.

`polarization_change_noisy` uses the same core lemma with a different sequence. The tactic `choose!` turns the separate existence statements into one function m of branch integers, and R is set to p j − m j · Q. With this choice the data agree with R exactly modulo Q, and the errors enter only through the size of the steps and the two end values. Both are linear inequalities, which `linarith` handles.

The two counter-examples again use `fold_eq`. In `missed_quantum` the step Q is written as 0 + 1 · Q, so it folds to 0. In `critical_grid_fails` each step −Q/2 is written as Q/2 + (−1) · Q, so it folds to Q/2, the included edge of the window. Adding N equal terms gives L. The theorem also verifies that the path obeys the rate bound L and that L ≠ −L, so the grid condition is the only hypothesis of `polarization_change` that is violated.
